# For Hermitian matrices, the ground energy of $H_0+gV$ divided by $g$ tends to an extreme eigenvalue of $V$ at strong coupling

Let $H_0$ and $V$ be Hermitian complex matrices of the same finite, nonzero size, let $g$ be a real coupling, and let $E(g)$ be the lowest eigenvalue of $H_0+gV$. Then

$$
\lim_{g\to+\infty}\frac{E(g)}{g}=\text{lowest eigenvalue of }V,\qquad
\lim_{g\to-\infty}\frac{E(g)}{g}=\text{highest eigenvalue of }V .
$$

The matrices need not commute, and degeneracies are allowed. In a finite Hubbard cluster at fixed particle number, with the hopping as $H_0$, the number of doubly occupied sites as $V$ and the on-site interaction $U$ as $g$, the ground energy divided by $U$ therefore tends to the smallest possible number of double occupancies for strong repulsion and to the largest for strong attraction.

## Energy levels of a finite matrix

The type `n` labels the basis states. It is finite, and the theorems that need at least one state assume `[Nonempty n]`. A state is a vector `n → ℂ`, not necessarily normalised.

```lean
import Mathlib

open Matrix Filter Topology
open scoped ComplexOrder Pointwise

namespace StrongCouplingSlope

noncomputable section

variable {n : Type*} [Fintype n] [DecidableEq n]
```

A real number $r$ is an energy level of a matrix $A$ if $Ax=rx$ for some $x\neq0$. Multiplicity is not recorded, and for a general matrix any non-real eigenvalues are left out.

```lean
/-- The energy levels of a matrix: the real numbers `r` with `A x = r x` for some nonzero
state `x`. -/
def levels (A : Matrix n n ℂ) : Set ℝ :=
  {r | ∃ x : n → ℂ, x ≠ 0 ∧ A *ᵥ x = r • x}
```

Write $E_0(A)$ for the infimum of the levels,

$$E_0(A)=\inf\{r\in\mathbb R : Ax=rx \text{ for some } x\ne 0\},$$

```lean
/-- The ground energy: the infimum of the energy levels. -/
def groundEnergy (A : Matrix n n ℂ) : ℝ := sInf (levels A)
```

and $E_{\rm top}(A)$ for their supremum. In this notation $E(g)=E_0(H_0+gV)$, and the two limits are $E_0(V)$ and $E_{\rm top}(V)$.

```lean
/-- The top energy: the supremum of the energy levels. -/
def topEnergy (A : Matrix n n ℂ) : ℝ := sSup (levels A)
```

## The extreme levels are eigenvalues

Since $g$ is real, $(gA)^\dagger=gA^\dagger=gA$ for Hermitian $A$, so $gV$ is again Hermitian.

```lean
omit [Fintype n] [DecidableEq n] in
/-- A real multiple of a Hermitian matrix is Hermitian. -/
theorem isHermitian_real_smul {A : Matrix n n ℂ} (hA : A.IsHermitian) (g : ℝ) :
    (g • A).IsHermitian := by
  have h : (g • A)ᴴ = g • A := by
    rw [Matrix.conjTranspose_smul, hA.eq, star_trivial]
  exact h
```

The spectral theorem supplies an orthonormal basis of eigenvectors $u_j$ with real eigenvalues $a_j$. Each $a_j$ is a level, because $u_j\neq0$. Conversely, let $Ax=rx$ with $x\neq0$. If $r\mathbb 1-A$ were invertible, then $(r\mathbb 1-A)x=0$ would force $x=0$. Hence $r$ lies in the spectrum and is one of the $a_j$. The levels are exactly the numbers $a_j$.

```lean
/-- The energy levels of a Hermitian matrix are the eigenvalues listed by the spectral
theorem. -/
theorem levels_eq_range {A : Matrix n n ℂ} (hA : A.IsHermitian) :
    levels A = Set.range hA.eigenvalues := by
  ext r
  constructor
  · rintro ⟨x, hx, h⟩
    rw [← hA.spectrum_real_eq_range_eigenvalues, spectrum.mem_iff]
    -- an invertible `r - A` could not annihilate `x`
    rintro ⟨u, hu⟩
    apply hx
    have h0 : (u : Matrix n n ℂ) *ᵥ x = 0 := by
      rw [hu, Algebra.algebraMap_eq_smul_one, Matrix.sub_mulVec, Matrix.smul_mulVec,
        Matrix.one_mulVec, h, sub_self]
    calc x = (((u⁻¹ : (Matrix n n ℂ)ˣ) : Matrix n n ℂ) * (u : Matrix n n ℂ)) *ᵥ x := by
          rw [Units.inv_mul, Matrix.one_mulVec]
      _ = 0 := by rw [← Matrix.mulVec_mulVec, h0, Matrix.mulVec_zero]
  · rintro ⟨j, rfl⟩
    refine ⟨(hA.eigenvectorBasis j).ofLp, fun h => ?_, hA.mulVec_eigenvectorBasis j⟩
    exact hA.eigenvectorBasis.orthonormal.ne_zero j (PiLp.ext fun i => congrFun h i)
```

The two halves of the Lean proof are these two inclusions. The invertible matrix is the unit `u`, and the `calc` block computes $x=u^{-1}ux=0$.

There are finitely many $a_j$, and at least one. A finite nonempty set of real numbers contains its infimum and its supremum, so $E_0(A)$ and $E_{\rm top}(A)$ are the lowest and highest eigenvalues of $A$.

```lean
/-- The ground energy and the top energy of a Hermitian matrix are its least and its greatest
energy level. -/
theorem extremal_levels [Nonempty n] {A : Matrix n n ℂ} (hA : A.IsHermitian) :
    IsLeast (levels A) (groundEnergy A) ∧ IsGreatest (levels A) (topEnergy A) := by
  have hf : (levels A).Finite := by
    rw [levels_eq_range hA]
    exact Set.finite_range _
  have hne : (levels A).Nonempty := by
    rw [levels_eq_range hA]
    exact Set.range_nonempty _
  exact ⟨⟨hne.csInf_mem hf, fun _ hr => csInf_le hf.bddBelow hr⟩,
    ⟨hne.csSup_mem hf, fun _ hr => le_csSup hf.bddAbove hr⟩⟩
```

`IsLeast` and `IsGreatest` each say two things: the number belongs to the set, and it bounds the set from below or from above.

## The variational bound

Put $B=A-E_0(A)\mathbb 1$, which is Hermitian. If $By=\mu y$ with $y\neq0$, then $Ay=(\mu+E_0(A))y$. So $\mu+E_0(A)$ is a level of $A$, and $\mu\ge0$. Expanding any $x$ in orthonormal eigenvectors of $B$, with coefficients $c_j$ and eigenvalues $\mu_j\geq 0$, gives

$$x^\dagger Bx=\sum_j\mu_j|c_j|^2\ge0,\qquad\text{that is,}\qquad E_0(A)\,x^\dagger x\le x^\dagger Ax .$$

For $x\ne0$, division by $x^\dagger x$ gives the usual form: the expectation value of $A$ in the normalised state is at least $E_0(A)$.

```lean
/-- Variational bound: for a Hermitian matrix `A` and any vector `x`, the real part of `x† A x` is
at least the ground energy of `A` times `x† x`. -/
theorem groundEnergy_variational [Nonempty n] {A : Matrix n n ℂ} (hA : A.IsHermitian)
    (x : n → ℂ) :
    groundEnergy A * (star x ⬝ᵥ x).re ≤ (star x ⬝ᵥ A *ᵥ x).re := by
  have hB : (A - groundEnergy A • (1 : Matrix n n ℂ)).IsHermitian :=
    hA.sub (isHermitian_real_smul Matrix.isHermitian_one _)
  -- the shifted matrix has no negative level
  have hp : (A - groundEnergy A • (1 : Matrix n n ℂ)).PosSemidef := by
    refine hB.posSemidef_iff_eigenvalues_nonneg.mpr fun i => ?_
    have hi : hB.eigenvalues i ∈ levels (A - groundEnergy A • (1 : Matrix n n ℂ)) := by
      rw [levels_eq_range hB]
      exact ⟨i, rfl⟩
    obtain ⟨y, hy, h⟩ := hi
    rw [Matrix.sub_mulVec, Matrix.smul_mulVec, Matrix.one_mulVec] at h
    have hm : hB.eigenvalues i + groundEnergy A ∈ levels A :=
      ⟨y, hy, by rw [add_smul, ← h, sub_add_cancel]⟩
    have hle := (extremal_levels hA).1.2 hm
    show 0 ≤ hB.eigenvalues i
    linarith
  have h := (Complex.le_def.mp (hp.dotProduct_mulVec_nonneg x)).1
  simp only [Matrix.sub_mulVec, Matrix.smul_mulVec, Matrix.one_mulVec, dotProduct_sub,
    dotProduct_smul, Complex.sub_re, Complex.smul_re, smul_eq_mul, Complex.zero_re] at h
  linarith
```

Here `star x ⬝ᵥ x` is $x^\dagger x$ and `A *ᵥ x` is $Ax$. The real parts `.re` turn the complex products into real numbers that can be compared. The expansion in eigenvectors is left to Mathlib's criterion that a Hermitian matrix with nonnegative eigenvalues is positive semidefinite.

## Bounding the ground energy of a sum from below

Let $x\ne0$ be a ground state of $A+B$, where $A$ and $B$ are now any two Hermitian matrices. Applying the variational bound to each term,

$$E_0(A+B)\,x^\dagger x=x^\dagger Ax+x^\dagger Bx\ \ge\ \bigl(E_0(A)+E_0(B)\bigr)\,x^\dagger x .$$

Since $x^\dagger x=\sum_i|x_i|^2>0$, it can be divided out:

$$E_0(A)+E_0(B)\le E_0(A+B).$$

```lean
/-- The ground energy of a sum is at least the sum of the ground energies. -/
theorem add_groundEnergy_le [Nonempty n] {A B : Matrix n n ℂ} (hA : A.IsHermitian)
    (hB : B.IsHermitian) : groundEnergy A + groundEnergy B ≤ groundEnergy (A + B) := by
  obtain ⟨x, hx, h⟩ := (extremal_levels (hA.add hB)).1.1
  have hpos : 0 < (star x ⬝ᵥ x).re := by
    have hs : (star x ⬝ᵥ x).re = ∑ i, Complex.normSq (x i) := by
      simp [dotProduct, Complex.normSq_apply]
    obtain ⟨i, hi⟩ := Function.ne_iff.mp hx
    rw [hs]
    exact Finset.sum_pos' (fun j _ => Complex.normSq_nonneg _)
      ⟨i, Finset.mem_univ i, Complex.normSq_pos.mpr hi⟩
  -- multiply the eigenvalue equation by `x†` from the left
  have he := congrArg (fun y => (star x ⬝ᵥ y).re) h
  simp only [Matrix.add_mulVec, dotProduct_add, dotProduct_smul, Complex.add_re,
    Complex.smul_re, smul_eq_mul] at he
  have h1 := groundEnergy_variational hA x
  have h2 := groundEnergy_variational hB x
  refine le_of_mul_le_mul_right ?_ hpos
  linarith
```

The ground state comes from `extremal_levels`, `hpos` is the positivity of $x^\dagger x$, and `he` is the eigenvalue equation after multiplication by $x^\dagger$ from the left.

## A negative factor exchanges bottom and top

For $g\neq0$, $Ax=sx$ holds exactly when $(gA)x=(gs)x$, so the levels of $gA$ are $g$ times those of $A$. A positive factor keeps their order and a negative one reverses it:

$$E_0(gA)=\begin{cases}g\,E_0(A), & g>0,\\ g\,E_{\rm top}(A), & g<0.\end{cases}$$

```lean
omit [DecidableEq n] in
/-- For `g > 0` the ground energy of `g A` is `g` times the ground energy of `A`; for `g < 0` it is
`g` times the top energy of `A`. -/
theorem groundEnergy_smul (A : Matrix n n ℂ) (g : ℝ) :
    (0 < g → groundEnergy (g • A) = g * groundEnergy A) ∧
      (g < 0 → groundEnergy (g • A) = g * topEnergy A) := by
  have key : g ≠ 0 → levels (g • A) = g • levels A := by
    intro hg
    ext r
    rw [Set.mem_smul_set]
    constructor
    · rintro ⟨x, hx, h⟩
      refine ⟨g⁻¹ * r, ⟨x, hx, ?_⟩, ?_⟩
      · rw [mul_smul, ← h, Matrix.smul_mulVec, smul_smul, inv_mul_cancel₀ hg, one_smul]
      · rw [smul_eq_mul, mul_inv_cancel_left₀ hg]
    · rintro ⟨s, ⟨x, hx, h⟩, rfl⟩
      exact ⟨x, hx, by rw [Matrix.smul_mulVec, h, smul_assoc]⟩
  constructor
  · intro hg
    unfold groundEnergy
    rw [key hg.ne', Real.sInf_smul_of_nonneg hg.le, smul_eq_mul]
  · intro hg
    unfold groundEnergy topEnergy
    rw [key hg.ne, Real.sInf_smul_of_nonpos hg.le, smul_eq_mul]
```

The local statement `key` is the equality of the two sets of levels. This lemma does not need $A$ to be Hermitian.

## Bounding the ground energy of a sum from above

Let $A$ and $B$ again be Hermitian. Write $B=(A+B)+(-A)$ and use the lower bound for this sum. With $E_0(-A)=-E_{\rm top}(A)$ it reads

$$E_0(A+B)-E_{\rm top}(A)\le E_0(B),\qquad\text{so}\qquad E_0(A+B)\le E_{\rm top}(A)+E_0(B).$$

```lean
/-- The ground energy of a sum is at most the top energy of one term plus the ground energy of
the other. -/
theorem groundEnergy_add_le [Nonempty n] {A B : Matrix n n ℂ} (hA : A.IsHermitian)
    (hB : B.IsHermitian) : groundEnergy (A + B) ≤ topEnergy A + groundEnergy B := by
  -- apply the lower bound to `B = (A + B) - A`
  have h := add_groundEnergy_le (hA.add hB) (isHermitian_real_smul hA (-1))
  have hs : A + B + (-1 : ℝ) • A = B := by module
  rw [hs, (groundEnergy_smul A (-1)).2 (by norm_num)] at h
  linarith
```

## A window of fixed width for the ground energy

For Hermitian $H_0$ and $V$, take $A=H_0$ and $B=gV$ in the two bounds:

$$E_0(H_0)+E_0(gV)\le E(g)\le E_{\rm top}(H_0)+E_0(gV).$$

Inserting the scaling rule for $E_0(gV)$ gives

$$
\begin{aligned}
g>0:&\quad E_0(H_0)\le E(g)-g\,E_0(V)\le E_{\rm top}(H_0),\\
g<0:&\quad E_0(H_0)\le E(g)-g\,E_{\rm top}(V)\le E_{\rm top}(H_0).
\end{aligned}
$$

The difference between $E(g)$ and the line $g\,E_0(V)$ (for $g<0$, the line $g\,E_{\rm top}(V)$) stays bounded however strong the coupling is, and the bounds involve only the spectrum of $H_0$.

```lean
/-- At every nonzero coupling `g` the ground energy of `H0 + g V` differs from `g` times the
lowest (for `g > 0`) or highest (for `g < 0`) level of `V` by an amount between the lowest and
the highest level of `H0`. -/
theorem coupling_window [Nonempty n] {H0 V : Matrix n n ℂ} (hH : H0.IsHermitian)
    (hV : V.IsHermitian) (g : ℝ) :
    (0 < g → groundEnergy (H0 + g • V) - g * groundEnergy V ∈
      Set.Icc (groundEnergy H0) (topEnergy H0)) ∧
    (g < 0 → groundEnergy (H0 + g • V) - g * topEnergy V ∈
      Set.Icc (groundEnergy H0) (topEnergy H0)) := by
  have h1 := add_groundEnergy_le hH (isHermitian_real_smul hV g)
  have h2 := groundEnergy_add_le hH (isHermitian_real_smul hV g)
  constructor
  · intro hg
    rw [(groundEnergy_smul V g).1 hg] at h1 h2
    exact ⟨by linarith, by linarith⟩
  · intro hg
    rw [(groundEnergy_smul V g).2 hg] at h1 h2
    exact ⟨by linarith, by linarith⟩
```

`Set.Icc a b` is the closed interval from `a` to `b`, so each membership statement contains both inequalities.

## Dividing by the coupling

For $g>0$, division by $g$ keeps the inequalities:

$$\frac{E_0(H_0)}{g}+E_0(V)\le\frac{E(g)}{g}\le\frac{E_{\rm top}(H_0)}{g}+E_0(V).$$

For $g<0$ it reverses them:

$$\frac{E_{\rm top}(H_0)}{g}+E_{\rm top}(V)\le\frac{E(g)}{g}\le\frac{E_0(H_0)}{g}+E_{\rm top}(V).$$

In each case the outer expressions have the same limit, because $1/g\to0$, and $E(g)/g$ is squeezed to it.

In the theorem, `atTop` and `atBot` stand for $g\to+\infty$ and $g\to-\infty$, and `𝓝` marks the limiting value. The hypotheses `hH` and `hV` say that $H_0$ and $V$ are Hermitian.

```lean
/-- The ground energy of `H0 + g V` divided by `g` tends to the lowest level of `V` as
`g → +∞` and to the highest level of `V` as `g → -∞`. -/
theorem groundEnergy_div_coupling_tendsto [Nonempty n] {H0 V : Matrix n n ℂ}
    (hH : H0.IsHermitian) (hV : V.IsHermitian) :
    Tendsto (fun g : ℝ => groundEnergy (H0 + g • V) / g) atTop (𝓝 (groundEnergy V)) ∧
    Tendsto (fun g : ℝ => groundEnergy (H0 + g • V) / g) atBot (𝓝 (topEnergy V)) := by
  constructor
  · have lim : ∀ a : ℝ, Tendsto (fun g : ℝ => a * g⁻¹ + groundEnergy V) atTop
        (𝓝 (groundEnergy V)) := by
      intro a
      have h := ((tendsto_inv_atTop_zero (𝕜 := ℝ)).const_mul a).add_const (groundEnergy V)
      rwa [mul_zero, zero_add] at h
    refine tendsto_of_tendsto_of_tendsto_of_le_of_le' (lim (groundEnergy H0))
      (lim (topEnergy H0)) ?_ ?_
    all_goals
      filter_upwards [eventually_gt_atTop (0 : ℝ)] with g hg
      obtain ⟨h1, h2⟩ := (coupling_window hH hV g).1 hg
      have e : ∀ a : ℝ, a * g⁻¹ + groundEnergy V = (a + g * groundEnergy V) / g := by
        intro a
        field_simp
      rw [e]
      exact div_le_div_of_nonneg_right (by linarith) hg.le
  · have lim : ∀ a : ℝ, Tendsto (fun g : ℝ => a * g⁻¹ + topEnergy V) atBot
        (𝓝 (topEnergy V)) := by
      intro a
      have h := ((tendsto_inv_atBot_zero (𝕜 := ℝ)).const_mul a).add_const (topEnergy V)
      rwa [mul_zero, zero_add] at h
    -- dividing by a negative coupling exchanges the two bounds
    refine tendsto_of_tendsto_of_tendsto_of_le_of_le' (lim (topEnergy H0))
      (lim (groundEnergy H0)) ?_ ?_
    all_goals
      filter_upwards [eventually_lt_atBot (0 : ℝ)] with g hg
      obtain ⟨h1, h2⟩ := (coupling_window hH hV g).2 hg
      have hg0 : g ≠ 0 := hg.ne
      have e : ∀ a : ℝ, a * g⁻¹ + topEnergy V = (a + g * topEnergy V) / g := by
        intro a
        field_simp
      rw [e]
      exact div_le_div_of_nonpos_of_le hg.le (by linarith)

end

end StrongCouplingSlope
```

```lean
#print axioms StrongCouplingSlope.groundEnergy_div_coupling_tendsto
-- 'StrongCouplingSlope.groundEnergy_div_coupling_tendsto' depends on axioms: [propext, Classical.choice, Quot.sound]
```

In both halves `lim` gives the limit of the outer expressions, `filter_upwards` restricts attention to couplings of the right sign, and `e` puts each outer expression over the common denominator $g$. The last line of each half is the division, order-preserving in the first and order-reversing in the second.

The theorem concerns the ratio $E(g)/g$ for finite matrices. It does not give the limit of the difference $E(g)-gE_0(V)$ or the behaviour of the ground state itself, and it does not treat unbounded operators such as the Coulomb interaction in the continuum.

## A two-level instance

Take

$$H_0=\begin{pmatrix}0&3\\3&0\end{pmatrix},\qquad V=\begin{pmatrix}3&0\\0&-1\end{pmatrix}.$$

The levels of $H_0$ are $\pm3$, those of $V$ are $-1$ and $3$, and

$$E(g)=g-\sqrt{4g^2+9}.$$

At $g=2$ the root is $5$, so $E=-3$ and $E/g=-1.5$. The difference from the line $g\,E_0(V)$ is $E-g\cdot(-1)=-1$, inside the window $[-3,3]$. At $g=-2$, $E=-7$ and $E/g=3.5$, and the difference $E-3g$ is again $-1$. At $g=20$ the ratio is about $-1.0056$, and at $g=-20$ about $3.0056$, close to the limits $-1$ and $3$.

## A non-Hermitian $H_0$ can spoil the limit

Keep $V$ Hermitian but let $H_0$ have an antisymmetric real block:

$$H_0=\begin{pmatrix}0&1&0\\-1&0&0\\0&0&0\end{pmatrix},\qquad V=\begin{pmatrix}1&0&0\\0&1&0\\0&0&2\end{pmatrix}.$$

The eigenvalues of $H_0+gV$ are $g+i$, $g-i$ and $2g$. Only $2g$ is real, so it is the only energy level, and $E(g)/g=2$ for every $g>0$. The lowest level of $V$ is $1$, so the stated limit for $g\to+\infty$ fails. The two eigenvalues that should have supplied the ratio $1$ have moved off the real axis, which a Hermitian $H_0$ prevents.
